# Solitons of the classical massive Gross–Neveu equation on a line and their charge

For every frequency $0<w<m$, an explicit localised spinor solves the classical massive Gross–Neveu equation in one space dimension. Its charge is finite and constant in time, and within this family each positive charge occurs at exactly one frequency.

The Gross–Neveu model proper is a quantum field theory. Here the field is a single spinor with two ordinary complex components; this classical model is also known as the one-dimensional Soler model. Units have $\hbar=c=1$, the coupling is set to one by rescaling the field, which rescales the charge as well, and $m$ is the mass. Stability and collisions are not treated.

Set $k=\sqrt{m^2-w^2}$ (`decay`), $a=\sqrt{(m-w)/(m+w)}$ (`amp`) and $t=a\tanh(kx)$ (`ratio`). The real profiles are
$$v=\frac{\sqrt{2(m-w)}}{\cosh(kx)\,(1-t^2)},\qquad u=tv,$$
called `upper` and `lower`. The scalar density is $s=v^2-u^2$ (`condensate`), and the charge density is $\rho=u^2+v^2$ (`density`).

```lean
import Mathlib

open MeasureTheory Filter Topology

namespace GrossNeveuSoliton

noncomputable section

/-- The inverse length `k = √(m² - w²)` of the soliton of frequency `w`, for `0 < w < m`. -/
def decay (m w : ℝ) : ℝ := √(m ^ 2 - w ^ 2)

/-- The amplitude `√((m - w)/(m + w))`, for `0 < w < m`. -/
def amp (m w : ℝ) : ℝ := √((m - w) / (m + w))

/-- The ratio `t` of lower to upper spinor component, for `0 < w < m`. -/
def ratio (m w x : ℝ) : ℝ := amp m w * Real.tanh (decay m w * x)

/-- The upper component `v = √(2(m - w)) sech(kx)/(1 - t²)`, for `0 < w < m`. -/
def upper (m w x : ℝ) : ℝ :=
  √(2 * (m - w)) / (Real.cosh (decay m w * x) * (1 - ratio m w x ^ 2))

/-- The lower component `u = t v`, for `0 < w < m`. -/
def lower (m w x : ℝ) : ℝ := ratio m w x * upper m w x

/-- The scalar density `s = v² - u²`. -/
def condensate (m w x : ℝ) : ℝ := upper m w x ^ 2 - lower m w x ^ 2

/-- The charge density `u² + v²`. -/
def density (m w x : ℝ) : ℝ := lower m w x ^ 2 + upper m w x ^ 2
```

Time $\tau$ enters through a phase multiplying each profile. The predicate `SolvesGrossNeveu` requires that the time and space derivatives of both components exist at every point and satisfy the field equation there.

```lean
/-- The phase factor `exp(-i w τ)` at time `τ`. -/
def phase (w τ : ℝ) : ℂ := Complex.exp (((-(w * τ) : ℝ) : ℂ) * Complex.I)

/-- A real profile `f` carried by the phase factor `exp(-i w τ)`. -/
def wave (w : ℝ) (f : ℝ → ℝ) (τ x : ℝ) : ℂ := phase w τ * (f x : ℂ)

/-- The massive Gross-Neveu equation for a spinor `(ψ, χ)` in one space dimension:
`i ∂ψ/∂τ = ∂χ/∂x + (m - S)ψ` and `i ∂χ/∂τ = -∂ψ/∂x - (m - S)χ`, with `S = |ψ|² - |χ|²`. -/
def SolvesGrossNeveu (m : ℝ) (ψ χ : ℝ → ℝ → ℂ) : Prop :=
  ∀ τ x, ∃ ψt ψx χt χx : ℂ,
    HasDerivAt (fun r => ψ r x) ψt τ ∧ HasDerivAt (ψ τ) ψx x ∧
    HasDerivAt (fun r => χ r x) χt τ ∧ HasDerivAt (χ τ) χx x ∧
    Complex.I * ψt = χx +
      ((m - (Complex.normSq (ψ τ x) - Complex.normSq (χ τ x)) : ℝ) : ℂ) * ψ τ x ∧
    Complex.I * χt = -ψx -
      ((m - (Complex.normSq (ψ τ x) - Complex.normSq (χ τ x)) : ℝ) : ℂ) * χ τ x
```

## (a) Amplitude and inverse length

Show that $a>0$, $a^2(m+w)=m-w$ and $k=a(m+w)$.

The quotient under the root is positive, and squaring $a$ gives the second relation. Then $[a(m+w)]^2=(m-w)(m+w)=k^2$, and both $k$ and $a(m+w)$ are non-negative.

```lean
variable {m w : ℝ}

/-- For `0 < w < m` the amplitude `a` is positive, `a²(m + w) = m - w` and `k = a(m + w)`. -/
theorem amp_relations (hw : 0 < w) (hm : w < m) :
    0 < amp m w ∧ amp m w ^ 2 * (m + w) = m - w ∧ decay m w = amp m w * (m + w) := by
  have hp : 0 < m + w := by linarith
  have hq : 0 < (m - w) / (m + w) := div_pos (by linarith) hp
  have ha : 0 < amp m w := Real.sqrt_pos.2 hq
  have h2 : amp m w ^ 2 * (m + w) = m - w := by
    rw [amp, Real.sq_sqrt hq.le, div_mul_cancel₀ _ hp.ne']
  refine ⟨ha, h2, ?_⟩
  have h3 : m ^ 2 - w ^ 2 = (amp m w * (m + w)) ^ 2 := by
    linear_combination (-(m + w)) * h2
  rw [decay, h3, Real.sqrt_sq (mul_pos ha hp).le]
```

## (b) The ratio without a quotient

Show that $\cosh(kx)\,t=a\sinh(kx)$.

Write $\tanh$ as $\sinh/\cosh$ and multiply out.

```lean
/-- The component ratio satisfies `t cosh(kx) = a sinh(kx)`. -/
theorem cosh_mul_ratio (m w x : ℝ) :
    Real.cosh (decay m w * x) * ratio m w x = amp m w * Real.sinh (decay m w * x) := by
  have hC := (Real.cosh_pos (decay m w * x)).ne'
  rw [ratio, Real.tanh_eq_sinh_div_cosh]
  field_simp
```

## (c) The profiles have no pole

Show that $1-t^2>0$.

Since $m-w<m+w$, we have $a^2<1$. By (b),
$$\cosh^2(kx)(1-t^2)=1+(1-a^2)\sinh^2(kx)>0.$$
In code, the right-hand side with $1-a^2=2w/(m+w)$ avoids the cancellation in $1-t^2$ at small $w$.

```lean
/-- For `0 < w < m` the component ratio satisfies `1 - t² > 0` everywhere. -/
theorem one_sub_ratio_sq_pos (hw : 0 < w) (hm : w < m) (x : ℝ) :
    0 < 1 - ratio m w x ^ 2 := by
  obtain ⟨-, h4, -⟩ := amp_relations hw hm
  have h3 := cosh_mul_ratio m w x
  have h5 := Real.cosh_sq (decay m w * x)
  have ha : amp m w ^ 2 < 1 := by
    by_contra h
    nlinarith [mul_nonneg (sub_nonneg.2 (not_lt.1 h)) (by linarith : 0 ≤ m + w)]
  refine (mul_pos_iff_of_pos_left (pow_pos (Real.cosh_pos (decay m w * x)) 2)).1 ?_
  have e : Real.cosh (decay m w * x) ^ 2 * (1 - ratio m w x ^ 2)
      = 1 + Real.sinh (decay m w * x) ^ 2 * (1 - amp m w ^ 2) := by
    linear_combination h5 - (Real.cosh (decay m w * x) * ratio m w x
      + amp m w * Real.sinh (decay m w * x)) * h3
  rw [e]
  have := mul_nonneg (sq_nonneg (Real.sinh (decay m w * x))) (sub_pos.2 ha).le
  linarith
```

## (d) A Riccati equation

Show that $t'=(m-w)-(m+w)t^2$.

By (a), $ak=m-w$, so
$$t'=ak\,\mathrm{sech}^2(kx)=(m-w)(1-\tanh^2(kx)).$$
Now $(m-w)\tanh^2(kx)=(m+w)t^2$. In Lean, `linear_combination` combines these relations after the quotient rule.

```lean
/-- For `0 < w < m` the component ratio obeys the Riccati equation
`t' = (m - w) - (m + w) t²`. -/
theorem hasDerivAt_ratio (hw : 0 < w) (hm : w < m) (x : ℝ) :
    HasDerivAt (ratio m w) ((m - w) - (m + w) * ratio m w x ^ 2) x := by
  obtain ⟨-, h4, hk⟩ := amp_relations hw hm
  have h3 := cosh_mul_ratio m w x
  have hC := (Real.cosh_pos (decay m w * x)).ne'
  have hl : HasDerivAt (fun y => decay m w * y) (decay m w) x :=
    ((hasDerivAt_id' x).const_mul (decay m w)).congr_deriv (mul_one _)
  have e : ratio m w = fun y =>
      amp m w * (Real.sinh (decay m w * y) / Real.cosh (decay m w * y)) := by
    funext y
    rw [ratio, Real.tanh_eq_sinh_div_cosh]
  have h := (hl.sinh.fun_div hl.cosh hC).const_mul (amp m w)
  rw [← e] at h
  refine h.congr_deriv ?_
  rw [← mul_div_assoc, div_eq_iff (pow_ne_zero 2 hC)]
  linear_combination
    amp m w * (Real.cosh (decay m w * x) ^ 2 - Real.sinh (decay m w * x) ^ 2) * hk
    + (m + w) * (Real.cosh (decay m w * x) * ratio m w x
      + amp m w * Real.sinh (decay m w * x)) * h3
    + Real.cosh (decay m w * x) ^ 2 * h4
```

## (e) Scalar density from the ratio

Show that $s(1-t^2)=2\big((m-w)-(m+w)t^2\big)$.

As $s=v^2(1-t^2)$, the left side is $v^2(1-t^2)^2=2(m-w)\,\mathrm{sech}^2(kx)$, which is $2t'$ by (d). The Lean proof multiplies by $\cosh^2(kx)$, checks the algebra and cancels the factor.

```lean
/-- For `0 < w < m` the scalar density is tied to the component ratio by
`s (1 - t²) = 2((m - w) - (m + w) t²)`. -/
theorem condensate_mul (hw : 0 < w) (hm : w < m) (x : ℝ) :
    condensate m w x * (1 - ratio m w x ^ 2)
      = 2 * ((m - w) - (m + w) * ratio m w x ^ 2) := by
  obtain ⟨-, h4, -⟩ := amp_relations hw hm
  have h3 := cosh_mul_ratio m w x
  have h5 := Real.cosh_sq (decay m w * x)
  have hC := Real.cosh_pos (decay m w * x)
  have h1 : upper m w x * (Real.cosh (decay m w * x) * (1 - ratio m w x ^ 2))
      = √(2 * (m - w)) :=
    div_mul_cancel₀ _ (mul_pos hC (one_sub_ratio_sq_pos hw hm x)).ne'
  have h2 : √(2 * (m - w)) ^ 2 = 2 * (m - w) := Real.sq_sqrt (by linarith)
  apply mul_left_cancel₀ (pow_ne_zero 2 hC.ne')
  simp only [condensate, lower]
  linear_combination
    (upper m w x * (Real.cosh (decay m w * x) * (1 - ratio m w x ^ 2))
      + √(2 * (m - w))) * h1 + h2
    + 2 * (m + w) * (Real.cosh (decay m w * x) * ratio m w x
      + amp m w * Real.sinh (decay m w * x)) * h3
    + 2 * Real.sinh (decay m w * x) ^ 2 * h4 - 2 * (m - w) * h5
```

## (f) The stationary equations

Show that $u'=(w-m+s)v$ and $v'=-(w+m-s)u$.

Let $D=\cosh(kx)(1-t^2)$. Using $k\tanh(kx)=(m+w)t$ and (e),
$$\frac{D'}{D}=k\tanh(kx)-\frac{2tt'}{1-t^2}=(m+w-s)t.$$
Since $v$ is a constant over $D$, $v'=-(m+w-s)tv$, the second equation. The product rule gives
$$u'=\big[t'-(m+w)t^2+st^2\big]v.$$
By (d) the bracket is $2t'-(m-w)+st^2$, and $2t'=s(1-t^2)$ reduces it to $w-m+s$. `hD` is the derivative of $D$.

```lean
/-- For `0 < w < m` the profiles solve the stationary nonlinear Dirac equations
`u' = (w - m + s) v` and `v' = -(w + m - s) u`. -/
theorem stationary_dirac (hw : 0 < w) (hm : w < m) (x : ℝ) :
    HasDerivAt (lower m w) ((w - m + condensate m w x) * upper m w x) x ∧
    HasDerivAt (upper m w) (-(w + m - condensate m w x) * lower m w x) x := by
  obtain ⟨-, -, hk⟩ := amp_relations hw hm
  have h3 := cosh_mul_ratio m w x
  have hs := condensate_mul hw hm x
  have ht := hasDerivAt_ratio hw hm x
  have hl : HasDerivAt (fun y => decay m w * y) (decay m w) x :=
    ((hasDerivAt_id' x).const_mul (decay m w)).congr_deriv (mul_one _)
  have h1 := (ht.fun_mul ht).const_sub 1
  simp only [← pow_two] at h1
  have hne := (mul_pos (Real.cosh_pos (decay m w * x)) (one_sub_ratio_sq_pos hw hm x)).ne'
  -- the denominator of `v` has logarithmic derivative `(m + w - s) t`
  have hD : HasDerivAt (fun y => Real.cosh (decay m w * y) * (1 - ratio m w y ^ 2))
      (Real.cosh (decay m w * x) * (1 - ratio m w x ^ 2)
        * ((m + w - condensate m w x) * ratio m w x)) x := by
    refine (hl.cosh.fun_mul h1).congr_deriv ?_
    linear_combination (1 - ratio m w x ^ 2) * Real.sinh (decay m w * x) * hk
      - (1 - ratio m w x ^ 2) * (m + w) * h3
      + Real.cosh (decay m w * x) * ratio m w x * hs
  have hQ : upper m w x * (Real.cosh (decay m w * x) * (1 - ratio m w x ^ 2))
      = √(2 * (m - w)) := div_mul_cancel₀ _ hne
  have hv : HasDerivAt (upper m w) (-(w + m - condensate m w x) * lower m w x) x := by
    refine ((hasDerivAt_const x (√(2 * (m - w)))).fun_div hD hne).congr_deriv ?_
    rw [div_eq_iff (pow_ne_zero 2 hne), lower]
    linear_combination (m + w - condensate m w x) * ratio m w x
      * (Real.cosh (decay m w * x) * (1 - ratio m w x ^ 2)) * hQ
  refine ⟨(ht.fun_mul hv).congr_deriv ?_, hv⟩
  rw [lower]
  linear_combination (-upper m w x) * hs
```

## (g) The total charge

Show that $\rho$ is integrable and $\int\rho\,dx=2k/w$.

By (e),
$$\left(\frac{2t}{1-t^2}\right)'=\frac{2t'(1+t^2)}{(1-t^2)^2}=v^2(1+t^2)=\rho.$$
Since $t$ is odd and tends to $a$, the integral over $[-r,r]$ tends to
$$\frac{4a}{1-a^2}=\frac{2a(m+w)}{w}=\frac{2k}{w}.$$
Because $\rho\ge0$, this limit also gives integrability. In Lean, `hF` is the antiderivative and `hlim` the limit.

```lean
/-- For `0 < w < m` the charge density is integrable over the line, with integral `2k/w`. -/
theorem charge (hw : 0 < w) (hm : w < m) :
    Integrable (density m w) ∧ ∫ x, density m w x = 2 * decay m w / w := by
  obtain ⟨ha, h4, hk⟩ := amp_relations hw hm
  have hk0 : 0 < decay m w := by rw [hk]; exact mul_pos ha (by linarith)
  -- the density is the derivative of `2t/(1 - t²)`
  have hF : ∀ x, HasDerivAt (fun y => 2 * ratio m w y / (1 - ratio m w y ^ 2))
      (density m w x) x := fun x => by
    have ht := hasDerivAt_ratio hw hm x
    have hs := condensate_mul hw hm x
    have hne := (one_sub_ratio_sq_pos hw hm x).ne'
    have h1 := (ht.fun_mul ht).const_sub 1
    simp only [← pow_two] at h1
    refine ((ht.const_mul 2).fun_div h1 hne).congr_deriv ?_
    rw [div_eq_iff (pow_ne_zero 2 hne)]
    simp only [condensate, lower] at hs
    simp only [density, lower]
    linear_combination (-(1 + ratio m w x ^ 2)) * hs
  have hc : Continuous (density m w) := by
    have hu : Continuous (lower m w) := continuous_iff_continuousAt.2 fun x =>
      (stationary_dirac hw hm x).1.continuousAt
    have hv : Continuous (upper m w) := continuous_iff_continuousAt.2 fun x =>
      (stationary_dirac hw hm x).2.continuousAt
    exact (hu.pow 2).add (hv.pow 2)
  have htanh : Tendsto Real.tanh atTop (𝓝 1) := by
    have hlow : Tendsto (fun y : ℝ => 1 - Real.exp (-y)) atTop (𝓝 1) := by
      simpa using Real.tendsto_exp_neg_atTop_nhds_zero.const_sub 1
    refine tendsto_of_tendsto_of_tendsto_of_le_of_le hlow tendsto_const_nhds
      (fun y => ?_) (fun y => ?_)
    · show 1 - Real.exp (-y) ≤ Real.tanh y
      rw [Real.tanh_eq_sinh_div_cosh, le_div_iff₀ (Real.cosh_pos y)]
      nlinarith [Real.cosh_sub_sinh y, mul_nonneg (Real.exp_pos (-y)).le
        (sub_nonneg.2 (Real.one_le_cosh y))]
    · show Real.tanh y ≤ 1
      rw [Real.tanh_eq_sinh_div_cosh, div_le_one (Real.cosh_pos y)]
      linarith [Real.cosh_sub_sinh y, Real.exp_pos (-y)]
  have hT : Tendsto (ratio m w) atTop (𝓝 (amp m w)) := by
    have h := (htanh.comp (tendsto_id.const_mul_atTop hk0)).const_mul (amp m w)
    rw [mul_one] at h
    exact h
  have hne : 1 - amp m w ^ 2 ≠ 0 := by
    intro h
    have : 2 * w = 0 := by linear_combination (m + w) * h + h4
    linarith
  have hval : 2 * (2 * amp m w / (1 - amp m w ^ 2)) = 2 * decay m w / w := by
    rw [← mul_div_assoc, div_eq_div_iff hne hw.ne']
    linear_combination (-2 * (1 - amp m w ^ 2)) * hk + 2 * amp m w * h4
  -- the charge in `[-r, r]` converges as the interval grows
  have hlim : Tendsto (fun r : ℝ => ∫ x in (-r)..r, density m w x) atTop
      (𝓝 (2 * decay m w / w)) := by
    rw [← hval]
    refine (((hT.const_mul 2).div ((hT.pow 2).const_sub 1) hne).const_mul 2).congr
      fun r => ?_
    have hodd : ratio m w (-r) = -ratio m w r := by
      simp only [ratio, mul_neg, Real.tanh_neg]
    rw [intervalIntegral.integral_eq_sub_of_hasDerivAt (fun x _ => hF x)
      (hc.intervalIntegrable _ _), hodd]
    simp only [Pi.div_apply, neg_sq]
    ring
  have hn : ∀ x, ‖density m w x‖ = density m w x := fun x =>
    Real.norm_of_nonneg (add_nonneg (sq_nonneg _) (sq_nonneg _))
  have hint : Integrable (density m w) := by
    refine integrable_of_intervalIntegral_norm_tendsto (l := atTop)
      (a := fun r : ℝ => -r) (b := fun r : ℝ => r) (2 * decay m w / w)
      (fun r => hc.integrableOn_Ioc) tendsto_neg_atTop_atBot tendsto_id ?_
    simpa only [hn] using hlim
  exact ⟨hint, tendsto_nhds_unique
    (intervalIntegral_tendsto_integral hint tendsto_neg_atTop_atBot tendsto_id) hlim⟩
```

## (h) Restoring time

Show that $\psi=e^{-iw\tau}v$ and $\chi=e^{-iw\tau}u$ satisfy
$$i\partial_\tau\psi=\partial_x\chi+(m-S)\psi,\qquad i\partial_\tau\chi=-\partial_x\psi-(m-S)\chi,$$
with $S=|\psi|^2-|\chi|^2$, and that the charge stays $2k/w$.

The phase has modulus one (`hN`), so $S=s$ and the charge density is still $\rho$. Time differentiation (`hph`) gives $i\partial_\tau\to w$. Cancelling the phase leaves (f).

A time-stepping code for this classical one-dimensional equation can start from $(v,u)$ and compare its output with the exact phase rotation and charge.

```lean
/-- For `0 < w < m` the spinor `exp(-i w τ)(v, u)` solves the massive Gross-Neveu equation,
and its total charge is `2k/w` at every time. -/
theorem soliton (hw : 0 < w) (hm : w < m) :
    SolvesGrossNeveu m (wave w (upper m w)) (wave w (lower m w)) ∧
    ∀ τ, ∫ x, (Complex.normSq (wave w (lower m w) τ x)
      + Complex.normSq (wave w (upper m w) τ x)) = 2 * decay m w / w := by
  have hN : ∀ (f : ℝ → ℝ) (τ x : ℝ), Complex.normSq (wave w f τ x) = f x ^ 2 := by
    intro f τ x
    rw [wave, Complex.normSq_mul, Complex.normSq_ofReal, phase,
      Complex.normSq_eq_norm_sq, Complex.norm_exp_ofReal_mul_I]
    ring
  have hph : ∀ τ, HasDerivAt (phase w) (-(Complex.I * w) * phase w τ) τ := by
    intro τ
    have h := ((((hasDerivAt_id' τ).const_mul w).fun_neg.ofReal_comp).mul_const
      Complex.I).cexp
    refine h.congr_deriv ?_
    simp only [phase]
    push_cast
    ring
  refine ⟨fun τ x => ?_, fun τ => ?_⟩
  · obtain ⟨hu, hv⟩ := stationary_dirac hw hm x
    refine ⟨_, _, _, _, (hph τ).mul_const (upper m w x : ℂ),
      hv.ofReal_comp.const_mul (phase w τ), (hph τ).mul_const (lower m w x : ℂ),
      hu.ofReal_comp.const_mul (phase w τ), ?_, ?_⟩
    · rw [hN, hN]
      simp only [wave, condensate]
      push_cast
      linear_combination (-(w * phase w τ * upper m w x : ℂ)) * Complex.I_sq
    · rw [hN, hN]
      simp only [wave, condensate]
      push_cast
      linear_combination (-(w * phase w τ * lower m w x : ℂ)) * Complex.I_sq
  · simp only [hN]
    exact (charge hw hm).2
```

## (i) Frequency from charge

For $m>0$ and $q>0$, show that exactly one $w\in(0,m)$ gives $\int\rho\,dx=q$.

Squaring $2k=qw$ gives $4(m^2-w^2)=q^2w^2$, hence
$$w\sqrt{4+q^2}=2m.$$
This fixes $w$, and $\sqrt{4+q^2}>2$ puts it in $(0,m)$. All quantities are positive, so the steps reverse. For the rescaled field, $q=1$, for example, requires $w=2m/\sqrt5$.

```lean
/-- For mass `m > 0` and any prescribed charge `q > 0` there is exactly one frequency
`0 < w < m` at which the soliton carries the charge `q`. -/
theorem existsUnique_frequency {q : ℝ} (hm : 0 < m) (hq : 0 < q) :
    ∃! w, (0 < w ∧ w < m) ∧ ∫ x, density m w x = q := by
  have hR : √(4 + q ^ 2) ^ 2 = 4 + q ^ 2 := Real.sq_sqrt (by positivity)
  have hR0 : 0 < √(4 + q ^ 2) := Real.sqrt_pos.2 (by positivity)
  have hR2 : 2 < √(4 + q ^ 2) := by nlinarith [pow_pos hq 2]
  -- the frequency is fixed by `w √(4 + q²) = 2m`
  obtain ⟨w, hwR⟩ : ∃ w, w * √(4 + q ^ 2) = 2 * m := ⟨_, div_mul_cancel₀ _ hR0.ne'⟩
  have hw : 0 < w := (mul_pos_iff_of_pos_right hR0).1 (by rw [hwR]; positivity)
  have hwm : w < m := by nlinarith [mul_pos hw (sub_pos.2 hR2)]
  refine ⟨w, ⟨⟨hw, hwm⟩, ?_⟩, ?_⟩
  · have e : m ^ 2 - w ^ 2 = (q * w / 2) ^ 2 := by
      linear_combination (-(w * √(4 + q ^ 2) + 2 * m) / 4) * hwR + w ^ 2 / 4 * hR
    rw [(charge hw hwm).2, div_eq_iff hw.ne', decay, e, Real.sqrt_sq (by positivity)]
    ring
  · rintro y ⟨⟨hy, hym⟩, h⟩
    rw [(charge hy hym).2, div_eq_iff hy.ne'] at h
    have hd : decay m y ^ 2 = m ^ 2 - y ^ 2 := Real.sq_sqrt (by nlinarith)
    have h2 : (y * √(4 + q ^ 2)) ^ 2 = (2 * m) ^ 2 := by
      linear_combination y ^ 2 * hR - (2 * decay m y + q * y) * h + 4 * hd
    have h3 := (sq_eq_sq₀ (by positivity) (by positivity)).1 h2
    exact mul_right_cancel₀ hR0.ne' (h3.trans hwR.symm)

end

end GrossNeveuSoliton
```

```lean
#print axioms GrossNeveuSoliton.soliton
-- 'GrossNeveuSoliton.soliton' depends on axioms: [propext, Classical.choice, Quot.sound]
#print axioms GrossNeveuSoliton.existsUnique_frequency
-- 'GrossNeveuSoliton.existsUnique_frequency' depends on axioms: [propext, Classical.choice, Quot.sound]
```
